# The SSH chain with real hoppings v, w ≥ 0: bands ±√(v² + w² + 2vw cos k) and least splitting 2|v − w|

Q: An electron hops along a chain whose bonds alternate between strong and weak. I expect two bands with a gap set by the difference between the bonds. The statement I was shown concerns a 2 by 2 matrix. Where is the chain?

A: It is defined first, as the Su–Schrieffer–Heeger (SSH) chain with fixed hoppings. Each cell n has two sites, A and B, which the code numbers 0 and 1. The hopping is v inside a cell and w between neighbouring cells, both real, and both site energies are zero. On amplitudes ψ(n, i) the Hamiltonian H acts as

(Hψ)(n, 0) = v ψ(n, 1) + w ψ(n − 1, 1)
(Hψ)(n, 1) = v ψ(n, 0) + w ψ(n + 1, 0)

The integer n runs over all of `ℤ`, so the chain has no ends.

```lean
import Mathlib

open Matrix

namespace SSHChain

noncomputable section

/-- The Hamiltonian of the infinite SSH chain acting on amplitudes `ψ n 0` (site A) and `ψ n 1`
(site B) of cell `n`: hopping `v` within a cell and `w` between neighbouring cells. -/
def chainH (v w : ℝ) (ψ : ℤ → Fin 2 → ℂ) : ℤ → Fin 2 → ℂ := fun n =>
  ![(v : ℂ) * ψ n 1 + (w : ℂ) * ψ (n - 1) 1, (v : ℂ) * ψ n 0 + (w : ℂ) * ψ (n + 1) 0]
```

Q: And the wave number?

A: A Bloch wave has a two-component cell vector u and a phase that advances by k per cell:

ψ(n, i) = exp(ikn) uᵢ

So k is dimensionless: it is the usual wave number, an inverse length, times the cell length. Both sites of a cell carry the same phase. Including the position of B within the cell would change the matrix by a unitary transformation and leave its eigenvalues alone.

```lean
/-- The Bloch wave of wave number `k` (per cell) with cell vector `u`. -/
def blochWave (k : ℝ) (u : Fin 2 → ℂ) : ℤ → Fin 2 → ℂ := fun n i =>
  Complex.exp ((k : ℂ) * (n : ℂ) * Complex.I) * u i
```

Q: Then the matrix should follow from the chain, not be postulated.

A: It does follow. Insert the wave and take out the common factor:

(Hψ)(n, 0) = exp(ikn) (v + w exp(−ik)) u₁
(Hψ)(n, 1) = exp(ikn) (v + w exp(ik)) u₀

The brackets are the off-diagonal entries of `blochH`, written H(k) below. The diagonal is zero because the site energies are zero and hopping always changes the sublattice. The formula anticipated for the energy of the upper band is a separate definition, `band`:

ε(k) = √(v² + w² + 2vw cos k)

```lean
/-- The 2 by 2 Bloch Hamiltonian of the SSH chain at wave number `k`. -/
def blochH (v w k : ℝ) : Matrix (Fin 2) (Fin 2) ℂ :=
  !![0, (v : ℂ) + (w : ℂ) * Complex.exp (-(k : ℂ) * Complex.I);
     (v : ℂ) + (w : ℂ) * Complex.exp ((k : ℂ) * Complex.I), 0]

/-- The band function `ε(k) = √(v² + w² + 2 v w cos k)`. -/
def band (v w k : ℝ) : ℝ := √(v ^ 2 + w ^ 2 + 2 * v * w * Real.cos k)
```

The theorem `chainH_blochWave` links the two descriptions: the chain Hamiltonian applied to a Bloch wave is the Bloch wave with cell vector H(k)u, written `blochH v w k *ᵥ u`. In the proof, `m0` and `m1` compute the two rows of that product, while `h0` and `h1` are the phase factors for a shift by one cell. Then `fin_cases i` treats the two sites separately, as in the two lines above.

```lean
/-- The chain Hamiltonian sends a Bloch wave to a Bloch wave of the same wave number, and acts on
its cell vector as the 2 by 2 Bloch Hamiltonian. -/
theorem chainH_blochWave (v w k : ℝ) (u : Fin 2 → ℂ) :
    chainH v w (blochWave k u) = blochWave k (blochH v w k *ᵥ u) := by
  have m0 : (blochH v w k *ᵥ u) 0
      = ((v : ℂ) + (w : ℂ) * Complex.exp (-(k : ℂ) * Complex.I)) * u 1 := by
    simp [blochH, Matrix.mulVec, dotProduct, Fin.sum_univ_two]
  have m1 : (blochH v w k *ᵥ u) 1
      = ((v : ℂ) + (w : ℂ) * Complex.exp ((k : ℂ) * Complex.I)) * u 0 := by
    simp [blochH, Matrix.mulVec, dotProduct, Fin.sum_univ_two]
  funext n i
  -- a shift by one cell multiplies the wave by a phase
  have h0 : Complex.exp ((k : ℂ) * ((n - 1 : ℤ) : ℂ) * Complex.I)
      = Complex.exp ((k : ℂ) * (n : ℂ) * Complex.I) * Complex.exp (-(k : ℂ) * Complex.I) := by
    rw [← Complex.exp_add]
    congr 1
    push_cast
    ring
  have h1 : Complex.exp ((k : ℂ) * ((n + 1 : ℤ) : ℂ) * Complex.I)
      = Complex.exp ((k : ℂ) * (n : ℂ) * Complex.I) * Complex.exp ((k : ℂ) * Complex.I) := by
    rw [← Complex.exp_add]
    congr 1
    push_cast
    ring
  fin_cases i
  · change (v : ℂ) * (Complex.exp ((k : ℂ) * (n : ℂ) * Complex.I) * u 1)
      + (w : ℂ) * (Complex.exp ((k : ℂ) * ((n - 1 : ℤ) : ℂ) * Complex.I) * u 1)
      = Complex.exp ((k : ℂ) * (n : ℂ) * Complex.I) * (blochH v w k *ᵥ u) 0
    rw [h0, m0]
    ring
  · change (v : ℂ) * (Complex.exp ((k : ℂ) * (n : ℂ) * Complex.I) * u 0)
      + (w : ℂ) * (Complex.exp ((k : ℂ) * ((n + 1 : ℤ) : ℂ) * Complex.I) * u 0)
      = Complex.exp ((k : ℂ) * (n : ℂ) * Complex.I) * (blochH v w k *ᵥ u) 1
    rw [h1, m1]
    ring
```

Q: You take a square root. How do you know that the radicand is never negative, in particular when v and w have opposite signs?

A: It is a sum of two squares, by sin² k + cos² k = 1:

v² + w² + 2vw cos k = (v + w cos k)² + (w sin k)²

This is `h` in the next proof, and it allows the square root to be squared back. Without it, the formula for ε(k)² would be unjustified, since Lean's real square root returns 0 for a negative argument.

```lean
/-- The square of the band function is `v² + w² + 2 v w cos k`, for real hoppings of any sign. -/
theorem band_sq (v w k : ℝ) :
    band v w k ^ 2 = v ^ 2 + w ^ 2 + 2 * v * w * Real.cos k := by
  -- the radicand is the squared length of the planar vector (v + w cos k, w sin k)
  have h : v ^ 2 + w ^ 2 + 2 * v * w * Real.cos k
      = (v + w * Real.cos k) ^ 2 + (w * Real.sin k) ^ 2 := by
    linear_combination (-w ^ 2) * Real.sin_sq_add_cos_sq k
  exact Real.sq_sqrt (by rw [h]; positivity)
```

Q: Now the eigenvalues. What do you do with the determinant?

A: With −E on the diagonal it is

det(H(k) − E) = E² − (v + w exp(−ik))(v + w exp(ik))
= E² − (v² + w² + vw(exp(ik) + exp(−ik)))
= E² − (v² + w² + 2vw cos k)
= E² − ε(k)²

The code uses the same two facts about exponentials: `he` says that the two phases multiply to 1, and `hc` writes the cosine as half their sum. The closing `linear_combination` puts them together.

```lean
/-- The secular determinant of the Bloch Hamiltonian is `E² - ε(k)²`. -/
theorem secular_det (v w k : ℝ) (E : ℂ) :
    (blochH v w k - E • (1 : Matrix (Fin 2) (Fin 2) ℂ)).det = E ^ 2 - (band v w k : ℂ) ^ 2 := by
  have e : blochH v w k - E • (1 : Matrix (Fin 2) (Fin 2) ℂ)
      = !![-E, (v : ℂ) + (w : ℂ) * Complex.exp (-(k : ℂ) * Complex.I);
           (v : ℂ) + (w : ℂ) * Complex.exp ((k : ℂ) * Complex.I), -E] := by
    ext i j
    fin_cases i <;> fin_cases j <;> simp [blochH]
  have he : Complex.exp (-(k : ℂ) * Complex.I) * Complex.exp ((k : ℂ) * Complex.I) = 1 := by
    rw [← Complex.exp_add]
    simp
  have hc : Complex.cos (k : ℂ)
      = (Complex.exp ((k : ℂ) * Complex.I) + Complex.exp (-(k : ℂ) * Complex.I)) / 2 := by
    rw [Complex.cos]
  rw [e, Matrix.det_fin_two_of, ← Complex.ofReal_pow, band_sq]
  push_cast
  linear_combination (-(w : ℂ) ^ 2) * he + 2 * (v : ℂ) * (w : ℂ) * hc
```

Q: A vanishing determinant is a condition on E. I want states.

A: The next theorem is stated with states. A complex number E is an eigenvalue when some nonzero u satisfies H(k)u = Eu, and this happens exactly when E = ε(k) or E = −ε(k). Since E ranges over the complex numbers, the reality of the energies is part of the conclusion. If ε(k) = 0, the two values coincide.

The proof moves Eu to the left-hand side, which is `key`, and uses the fact that a square matrix annihilates a nonzero vector exactly when its determinant is zero. What remains is E² = ε(k)², which has the two stated solutions.

```lean
/-- The eigenvalues of the Bloch Hamiltonian at wave number `k` are exactly `ε(k)` and `-ε(k)`. -/
theorem eigenvalue_iff (v w k : ℝ) (E : ℂ) :
    (∃ u : Fin 2 → ℂ, u ≠ 0 ∧ blochH v w k *ᵥ u = E • u) ↔
      E = (band v w k : ℂ) ∨ E = -(band v w k : ℂ) := by
  have key : ∀ u : Fin 2 → ℂ, (blochH v w k - E • (1 : Matrix (Fin 2) (Fin 2) ℂ)) *ᵥ u
      = blochH v w k *ᵥ u - E • u := by
    intro u
    rw [Matrix.sub_mulVec, Matrix.smul_mulVec, Matrix.one_mulVec]
  have h : (∃ u : Fin 2 → ℂ, u ≠ 0 ∧ blochH v w k *ᵥ u = E • u) ↔
      (blochH v w k - E • (1 : Matrix (Fin 2) (Fin 2) ℂ)).det = 0 := by
    rw [← Matrix.exists_mulVec_eq_zero_iff]
    simp only [key, sub_eq_zero]
  rw [h, secular_det, sub_eq_zero, sq_eq_sq_iff_eq_or_eq_neg]
```

Q: Give me numbers.

A: Take v = 3, w = 4 and k = π/2. The off-diagonal entries are 3 − 4i and 3 + 4i, their product is 25, and the energies are ±5. A normalised state for E = 5 is

u = (1/√2) ((3 − 4i)/5, 1)

The first row gives (3 − 4i)/√2, which is 5u₀, and the second gives (3 + 4i)(3 − 4i)/(5√2) = 5/√2, which is 5u₁. At k = 0 the energies are ±7, and at k = π they are ±1. The splitting at k = π is therefore 2, equal to 2|3 − 4|.

Q: Three values of k don't establish a minimum.

A: No, but a bound on the cosine does. Since |cos k| ≤ 1,

ε(k)² ≥ v² + w² − 2|vw| = (|v| − |w|)²

so ε(k) ≥ ||v| − |w||. Equality holds at k = π if vw ≥ 0, and at k = 0 if vw ≤ 0. In Lean, `Set.range (band v w)` is the set of all values of ε over real k, and `IsLeast` requires both that the number belongs to this set and that nothing in the set lies below it.

The proof has those two parts. The first splits on the sign of vw and supplies the wave number. The second obtains the cosine bound as `h1` and passes from squares to the root with `Real.abs_le_sqrt`.

```lean
/-- For real hoppings of any sign, the least value of `ε(k)` over all real `k` is
`||v| - |w||`. -/
theorem band_isLeast (v w : ℝ) : IsLeast (Set.range (band v w)) |(|v| - |w|)| := by
  have hsq : (|v| - |w|) ^ 2 = v ^ 2 + w ^ 2 - 2 * |v * w| := by
    rw [abs_mul]
    linear_combination sq_abs v + sq_abs w
  constructor
  · -- the minimum sits at k = π for equal signs and at k = 0 for opposite signs
    rcases le_total 0 (v * w) with h | h
    · refine ⟨Real.pi, ?_⟩
      rw [← Real.sqrt_sq_eq_abs, hsq, abs_of_nonneg h, band, Real.cos_pi]
      congr 1
      ring
    · refine ⟨0, ?_⟩
      rw [← Real.sqrt_sq_eq_abs, hsq, abs_of_nonpos h, band, Real.cos_zero]
      congr 1
      ring
  · rintro _ ⟨k, rfl⟩
    apply Real.abs_le_sqrt
    have h1 : |v * w * Real.cos k| ≤ |v * w| := by
      rw [abs_mul]
      exact mul_le_of_le_one_right (abs_nonneg _) (Real.abs_cos_le_one k)
    have h2 := neg_abs_le (v * w * Real.cos k)
    rw [hsq]
    linarith
```

Q: Why does the main theorem then ask for v, w ≥ 0?

A: So that the answer can be written as 2|v − w|. That formula fails for hoppings of opposite sign: with v = 1 and w = −1, ε(0) = 0, while 2|v − w| = 4. The general form with absolute values holds for all real hoppings. Physically, reversing the sign of w only shifts k by π.

The main theorem, `ssh_spectrum_and_gap`, combines the eigenvalue statement with the least value of ε(k) − (−ε(k)). Its proof removes the absolute values from the previous result and doubles it.

```lean
/-- **Spectrum and gap of the SSH chain.** For `v, w ≥ 0` the Bloch Hamiltonian has exactly the
eigenvalues `±ε(k)`, and the least splitting between them over all real `k` is `2 |v - w|`. -/
theorem ssh_spectrum_and_gap {v w : ℝ} (hv : 0 ≤ v) (hw : 0 ≤ w) :
    (∀ (k : ℝ) (E : ℂ), (∃ u : Fin 2 → ℂ, u ≠ 0 ∧ blochH v w k *ᵥ u = E • u) ↔
      E = (band v w k : ℂ) ∨ E = -(band v w k : ℂ)) ∧
    IsLeast (Set.range fun k : ℝ => band v w k - -band v w k) (2 * |v - w|) := by
  refine ⟨eigenvalue_iff v w, ?_⟩
  have h := band_isLeast v w
  rw [abs_of_nonneg hv, abs_of_nonneg hw] at h
  obtain ⟨⟨k, hk⟩, hle⟩ := h
  constructor
  · refine ⟨k, ?_⟩
    change band v w k - -band v w k = 2 * |v - w|
    rw [hk]
    ring
  · rintro _ ⟨q, rfl⟩
    have hq : |v - w| ≤ band v w q := hle ⟨q, rfl⟩
    change 2 * |v - w| ≤ band v w q - -band v w q
    linarith
```

Q: That compares the bands at the same k. A band gap compares the lowest point of the upper band with the highest point of the lower one.

A: Here the two agree. The upper band never goes below |v − w|, the lower one is its mirror image and never goes above −|v − w|, and both limits are reached at the same k.

Q: When does the gap close?

A: When the hoppings have equal magnitude, and only then. If ε(k) = 0 for some k, the lower bound forces ||v| − |w|| = 0. Conversely, if |v| = |w|, the wave number at which the minimum is attained gives ε = 0. The two directions of `gap_closes_iff` are these two arguments.

```lean
/-- For real hoppings, `ε(k)` vanishes at some real `k` exactly when the two hoppings have equal
magnitude. -/
theorem gap_closes_iff (v w : ℝ) : (∃ k : ℝ, band v w k = 0) ↔ |v| = |w| := by
  obtain ⟨⟨q, hq⟩, hle⟩ := band_isLeast v w
  constructor
  · rintro ⟨k, hk⟩
    have h : |(|v| - |w|)| ≤ band v w k := hle ⟨k, rfl⟩
    rw [hk] at h
    exact sub_eq_zero.mp (abs_eq_zero.mp (le_antisymm h (abs_nonneg _)))
  · intro h
    exact ⟨q, by rw [hq, h, sub_self, abs_zero]⟩
```

Q: With equal bonds I should recover the ordinary one-band chain.

A: You do, folded into a cell of two sites. For v = w,

ε(k)² = 2v²(1 + cos k) = 4v² cos²(k/2)

so ε(k) = |2v cos(k/2)|. The half angle appears because k counts the phase per cell, and a cell now holds two equivalent spacings. The proof is the half-angle identity `Real.cos_sq` followed by √(x²) = |x|.

```lean
/-- For equal hoppings `v = w` the band function is `ε(k) = |2 v cos(k/2)|`. -/
theorem band_uniform (v k : ℝ) : band v v k = |2 * v * Real.cos (k / 2)| := by
  have h := Real.cos_sq (k / 2)
  rw [show 2 * (k / 2) = k by ring] at h
  rw [← Real.sqrt_sq_eq_abs, band]
  congr 1
  linear_combination (-4 * v ^ 2) * h

end

end SSHChain
```

```lean
#print axioms SSHChain.chainH_blochWave
-- 'SSHChain.chainH_blochWave' depends on axioms: [propext, Classical.choice, Quot.sound]
#print axioms SSHChain.ssh_spectrum_and_gap
-- 'SSHChain.ssh_spectrum_and_gap' depends on axioms: [propext, Classical.choice, Quot.sound]
#print axioms SSHChain.gap_closes_iff
-- 'SSHChain.gap_closes_iff' depends on axioms: [propext, Classical.choice, Quot.sound]
#print axioms SSHChain.band_uniform
-- 'SSHChain.band_uniform' depends on axioms: [propext, Classical.choice, Quot.sound]
```

Q: So what may I conclude about a real material or a simulation?

A: In this non-interacting, nearest-neighbour model with equal site energies and v, w ≥ 0, bond alternation separates a lower band from an upper one by 2|v − w|, which at half filling is the gap between occupied and empty states. A simulation on a ring of N cells with periodic boundary conditions samples only k = 2πm/N with integer m. For v, w > 0 and odd N it misses k = π, and its smallest splitting lies above 2|v − w|.

Q: And the edge states for which this chain is known?

A: They need a chain with ends, and the winding number that goes with them is not defined here either. The bulk bands ±ε(k) do not even distinguish the two dimerisations, since ε(k) is unchanged when v and w are exchanged. The theorems also treat Bloch waves one k at a time, without constructing a Hilbert space or the spectrum of the infinite chain as an operator on it.
